# Contraction along c on heating forces basal expansion in a stable quasi-harmonic hexagonal crystal with positive Grüneisen parameters

Number the two equivalent basal directions 0 and 1 and the c axis 2, as Lean does. The elastic constants keep their usual labels, which start at 1, so $S_{33}$ belongs to direction 2. All quantities are real.

```lean
import Mathlib

open Matrix

namespace HexagonalThermalExpansion

noncomputable section
```

The compliance $S$ maps normal stresses to normal strains. Hexagonal symmetry leaves four independent entries in this block, and shear is left out.

```lean
/-- The compliance block of a hexagonal crystal that relates normal stresses to normal
strains along two equivalent basal axes and the c axis. -/
def compliance (S11 S12 S13 S33 : ℝ) : Matrix (Fin 3) (Fin 3) ℝ :=
  !![S11, S12, S13; S12, S11, S13; S13, S13, S33]
```

The Grüneisen parameter $\gamma_i$ measures how phonon frequencies fall when the crystal is stretched along direction $i$ alone, averaged over modes with their heat capacities as weights. Symmetry gives $\gamma=(g_a,g_a,g_c)$.

```lean
/-- The Grüneisen parameters of a hexagonal crystal: `ga` for both basal axes and `gc`
for the c axis. -/
def gruneisen (ga gc : ℝ) : Fin 3 → ℝ := ![ga, ga, gc]
```

The linear expansion coefficients at zero applied stress are $\alpha=\kappa S\gamma$, where $\kappa$ is the heat capacity per volume. Heating a clamped crystal builds up a thermal pressure $\kappa\gamma_i$ per kelvin, and the compliance turns its release into strain. This relation is taken as the definition of $\alpha$; it is not derived here from a phonon free energy. The assumption $\kappa>0$ used below says that the crystal is above zero temperature and absorbs heat on warming.

```lean
/-- The quasi-harmonic linear expansion coefficients: the compliance applied to the Grüneisen
parameters, times the heat capacity per volume `κ`. -/
def thermalExpansion {n : Type*} [Fintype n] (κ : ℝ) (S : Matrix n n ℝ) (γ : n → ℝ) : n → ℝ :=
  κ • (S *ᵥ γ)
```

A crystal is stable if every nonzero stress $x$ stores positive elastic energy, $x\cdot Sx>0$. This definition and the previous one allow any finite number of components.

```lean
/-- Elastic stability: every nonzero stress stores a positive elastic energy. -/
def Stable {n : Type*} [Fintype n] (S : Matrix n n ℝ) : Prop :=
  ∀ x : n → ℝ, x ≠ 0 → 0 < x ⬝ᵥ (S *ᵥ x)
```

## (a) Expansion along each axis

**Task.** Show that
$$\alpha_0=\alpha_1=\kappa\,[(S_{11}+S_{12})g_a+S_{13}g_c],\qquad \alpha_2=\kappa\,[2S_{13}g_a+S_{33}g_c].$$

**Solution.** Multiply out the rows of $S\gamma$. Row 0 gives $S_{11}g_a+S_{12}g_a+S_{13}g_c$, and row 1 gives the same with the first two terms exchanged. Row 2 gives $S_{13}g_a+S_{13}g_a+S_{33}g_c$. Multiply each by $\kappa$.

In a calculation, $S$ usually comes from inverting the computed stiffness matrix, and $g_a$ from phonons at strained cells. If both basal directions are strained together at fixed c, the quantity $-\partial\ln\omega/\partial\ln a$, with $\omega$ a mode frequency and $a$ the basal lattice parameter, averaged over modes as above, equals $2g_a$, so it has to be halved before it enters these formulas.

In Lean, `simp` expands the matrix product and `ring` collects the terms.

```lean
/-- The expansion coefficients of a hexagonal crystal along the two basal axes and the c axis. -/
theorem expansion_components (κ S11 S12 S13 S33 ga gc : ℝ) :
    thermalExpansion κ (compliance S11 S12 S13 S33) (gruneisen ga gc) 0
        = κ * ((S11 + S12) * ga + S13 * gc) ∧
    thermalExpansion κ (compliance S11 S12 S13 S33) (gruneisen ga gc) 1
        = κ * ((S11 + S12) * ga + S13 * gc) ∧
    thermalExpansion κ (compliance S11 S12 S13 S33) (gruneisen ga gc) 2
        = κ * (2 * S13 * ga + S33 * gc) := by
  refine ⟨?_, ?_, ?_⟩ <;>
    simp [thermalExpansion, compliance, gruneisen, -mul_eq_mul_left_iff] <;> ring
```

## (b) Energy stored by a normal stress

**Task.** For a stress $x=(x_0,x_1,x_2)$, show that
$$x\cdot Sx=S_{11}(x_0^2+x_1^2)+2S_{12}x_0x_1+2S_{13}(x_0+x_1)x_2+S_{33}x_2^2.$$

**Solution.** The diagonal entries give the squares. Each off-diagonal entry occurs twice by symmetry: $S_{12}$ with $x_0x_1$, and $S_{13}$ with both $x_0x_2$ and $x_1x_2$. The elastic energy density is half of this expression. The Lean proof is the same expansion.

```lean
/-- Twice the elastic energy density of a hexagonal crystal under the normal stresses `x`. -/
theorem elastic_energy (S11 S12 S13 S33 : ℝ) (x : Fin 3 → ℝ) :
    x ⬝ᵥ (compliance S11 S12 S13 S33 *ᵥ x)
      = S11 * (x 0 ^ 2 + x 1 ^ 2) + 2 * S12 * x 0 * x 1
        + 2 * S13 * (x 0 + x 1) * x 2 + S33 * x 2 ^ 2 := by
  simp [compliance, Matrix.mulVec, dotProduct, Fin.sum_univ_three]
  ring
```

## (c) Stability as inequalities

**Task.** Show that the crystal is stable under normal stresses exactly when
$$S_{12}<S_{11},\quad S_{11}+S_{12}>0,\quad S_{33}>0,\quad 2S_{13}^2<(S_{11}+S_{12})S_{33}.$$

**Solution.** Write $A=S_{11}+S_{12}$ and $\Delta=AS_{33}-2S_{13}^2$. If the crystal is stable, insert test stresses into (b):

- $(1,-1,0)$ gives $2(S_{11}-S_{12})>0$.
- $(1,1,0)$ gives $2A>0$.
- $(0,0,1)$ gives $S_{33}>0$.
- $(S_{13},S_{13},-A)$, which is nonzero because $A>0$, gives $A\Delta>0$, hence $\Delta>0$.

For the converse, complete the squares:
$$S_{33}\,(x\cdot Sx)=\tfrac12S_{33}(S_{11}-S_{12})(x_0-x_1)^2+\tfrac12\Delta(x_0+x_1)^2+\bigl(S_{33}x_2+S_{13}(x_0+x_1)\bigr)^2.$$
All weights are positive, so the sum is positive unless all three squares vanish. In that case $x_0=x_1=0$, and then $x_2=0$.

The Lean proof uses the same four stresses, as `h1` to `h4`. For the converse it assumes that a nonzero $x$ has non-positive energy, and concludes that each square vanishes (`hm`, `hp`, `hq`), a contradiction. It never uses $A>0$ there, since this follows from the last two inequalities. In code, the equivalent test is that the three eigenvalues of the symmetric block are positive.

```lean
/-- A hexagonal crystal is stable under normal stresses exactly when its compliances satisfy
four inequalities. -/
theorem stable_iff (S11 S12 S13 S33 : ℝ) :
    Stable (compliance S11 S12 S13 S33) ↔
      S12 < S11 ∧ 0 < S11 + S12 ∧ 0 < S33 ∧ 2 * S13 ^ 2 < (S11 + S12) * S33 := by
  constructor
  · intro h
    -- four test stresses give the four inequalities
    have h1 := h ![1, -1, 0] (fun e => by simpa using congrFun e 0)
    have h2 := h ![1, 1, 0] (fun e => by simpa using congrFun e 0)
    have h3 := h ![0, 0, 1] (fun e => by simpa using congrFun e 2)
    rw [elastic_energy] at h1 h2 h3
    change 0 < S11 * ((1 : ℝ) ^ 2 + (-1) ^ 2) + 2 * S12 * 1 * (-1)
      + 2 * S13 * (1 + (-1)) * 0 + S33 * 0 ^ 2 at h1
    change 0 < S11 * ((1 : ℝ) ^ 2 + 1 ^ 2) + 2 * S12 * 1 * 1
      + 2 * S13 * (1 + 1) * 0 + S33 * 0 ^ 2 at h2
    change 0 < S11 * ((0 : ℝ) ^ 2 + 0 ^ 2) + 2 * S12 * 0 * 0
      + 2 * S13 * (0 + 0) * 1 + S33 * 1 ^ 2 at h3
    norm_num at h1 h2 h3
    have hA : 0 < S11 + S12 := by linarith
    have h4 := h ![S13, S13, -(S11 + S12)] (fun e => by
      have e2 : -(S11 + S12) = 0 := congrFun e 2
      linarith)
    rw [elastic_energy] at h4
    change 0 < S11 * (S13 ^ 2 + S13 ^ 2) + 2 * S12 * S13 * S13
      + 2 * S13 * (S13 + S13) * (-(S11 + S12)) + S33 * (-(S11 + S12)) ^ 2 at h4
    have h5 : 0 < (S11 + S12) * ((S11 + S12) * S33 - 2 * S13 ^ 2) := by
      linarith
    have h6 := (mul_pos_iff_of_pos_left hA).mp h5
    exact ⟨by linarith, hA, by linarith, by linarith⟩
  · rintro ⟨hD, -, h33, hdet⟩ x hx
    rw [elastic_energy]
    by_contra hn
    have hQ := mul_nonneg h33.le (neg_nonneg.mpr (not_lt.mp hn))
    have hD' : 0 < S33 * (S11 - S12) := mul_pos h33 (sub_pos.mpr hD)
    have hE : 0 < (S11 + S12) * S33 - 2 * S13 ^ 2 := sub_pos.mpr hdet
    -- the energy is a sum of three squares with positive weights
    have t1 := mul_nonneg hD'.le (sq_nonneg (x 0 - x 1))
    have t2 := mul_nonneg hE.le (sq_nonneg (x 0 + x 1))
    have t3 := sq_nonneg (S33 * x 2 + S13 * (x 0 + x 1))
    have hm : x 0 - x 1 = 0 := by
      by_contra hne
      have := mul_pos hD' (lt_of_le_of_ne (sq_nonneg _) (Ne.symm (pow_ne_zero 2 hne)))
      linarith
    have hp : x 0 + x 1 = 0 := by
      by_contra hne
      have := mul_pos hE (lt_of_le_of_ne (sq_nonneg _) (Ne.symm (pow_ne_zero 2 hne)))
      linarith
    have hq : S33 * x 2 + S13 * (x 0 + x 1) = 0 := by
      by_contra hne
      have := lt_of_le_of_ne (sq_nonneg _) (Ne.symm (pow_ne_zero 2 hne))
      linarith
    have h0 : x 0 = 0 := by linarith
    have h1 : x 1 = 0 := by linarith
    have h2 : x 2 = 0 := by
      rw [hp, mul_zero, add_zero] at hq
      exact (mul_eq_zero.mp hq).resolve_left h33.ne'
    apply hx
    funext i
    fin_cases i
    · exact h0
    · exact h1
    · exact h2
```

## (d) The threshold for contraction along c

**Task.** Let $\kappa>0$, $S_{33}>0$, $2S_{13}^2<(S_{11}+S_{12})S_{33}$, $g_a>0$ and $g_c\ge0$. Show that
$$\alpha_2<0\iff S_{13}<-\frac{S_{33}g_c}{2g_a},\qquad\text{and}\qquad \alpha_2<0\implies\alpha_0>0.$$

**Solution.** Since $\kappa>0$, the sign of $\alpha_2$ is that of $2S_{13}g_a+S_{33}g_c$. Dividing by $2g_a>0$ gives the threshold.

Now let $\alpha_2<0$. Then $S_{13}<0$, because otherwise both terms of $\alpha_2$ would be non-negative. With $\Delta$ from (c), the formulas in (a) combine to
$$S_{33}\alpha_0=S_{13}\alpha_2+\kappa\Delta g_a.$$
The first term on the right is a product of two negative numbers, and the second is positive. Hence $\alpha_0>0$, and $\alpha_1=\alpha_0$.

Physically, a negative $S_{13}$ is the Poisson effect: the thermal pressure in the basal plane stretches the plane and draws the c axis in. At the threshold this balances the direct expansion along c.

By (c), every stable hexagonal crystal meets the two elastic hypotheses; the theorem doesn't need $S_{12}<S_{11}$. In Lean, `hsign` removes $\kappa$, `h13` is the sign of $S_{13}$, and `v1` and `v2` are the two positive terms without their factor $\kappa$. The `linarith` step for `v3` adds them.

For quasi-harmonic calculations on hexagonal crystals, this gives a sign check on computed expansion coefficients, within the linear relation $\alpha=\kappa S\gamma$ and for Grüneisen parameters of the stated signs.

```lean
/-- Let `κ`, `S33` and `ga` be positive, `gc` non-negative and `2 S13² < (S11 + S12) S33`. Then the
c axis contracts on heating exactly when `S13` lies below `-S33 gc / (2 ga)`, and whenever it
contracts, basal axis 0 expands. -/
theorem negative_axial_expansion {κ S11 S12 S13 S33 ga gc : ℝ} (hκ : 0 < κ)
    (h33 : 0 < S33) (hdet : 2 * S13 ^ 2 < (S11 + S12) * S33) (ha : 0 < ga) (hc : 0 ≤ gc) :
    (thermalExpansion κ (compliance S11 S12 S13 S33) (gruneisen ga gc) 2 < 0 ↔
      S13 < -(S33 * gc) / (2 * ga)) ∧
    (thermalExpansion κ (compliance S11 S12 S13 S33) (gruneisen ga gc) 2 < 0 →
      0 < thermalExpansion κ (compliance S11 S12 S13 S33) (gruneisen ga gc) 0) := by
  obtain ⟨e0, -, e2⟩ := expansion_components κ S11 S12 S13 S33 ga gc
  rw [e0, e2]
  have hsign : κ * (2 * S13 * ga + S33 * gc) < 0 ↔ 2 * S13 * ga + S33 * gc < 0 :=
    ⟨fun h => by
      by_contra hn
      exact absurd h (not_lt_of_ge (mul_nonneg hκ.le (not_lt.mp hn))),
     fun h => mul_neg_of_pos_of_neg hκ h⟩
  rw [hsign]
  constructor
  · rw [lt_div_iff₀ (by positivity)]
    constructor <;> intro h <;> linarith
  · intro h
    -- contraction along c needs a negative cross compliance
    have h13 : S13 < 0 := by
      by_contra hn
      have u1 := mul_nonneg (not_lt.mp hn) ha.le
      have u2 := mul_nonneg h33.le hc
      linarith
    have v1 := mul_pos_of_neg_of_neg h13 h
    have v2 := mul_pos (sub_pos.mpr hdet) ha
    have v3 : 0 < S33 * ((S11 + S12) * ga + S13 * gc) := by linarith
    exact mul_pos hκ ((mul_pos_iff_of_pos_left h33).mp v3)
```

## (e) A weighted sum of expansion coefficients

**Task.** For a stable compliance with any finite number of components, $\kappa>0$ and $\gamma\ne0$, show that
$$\sum_i\gamma_i\alpha_i>0.$$

**Solution.** The sum equals $\kappa\,\gamma\cdot S\gamma$. Stability, with $\gamma$ itself as the test stress, makes it positive. In Lean this is `hS γ hγ`, multiplied by `hκ`. No crystal symmetry is used, and the Grüneisen parameters may have either sign.

```lean
/-- For a stable compliance, positive `κ` and Grüneisen parameters that are not all zero, the
expansion coefficients, weighted by the Grüneisen parameters, have a positive sum. -/
theorem weighted_expansion_pos {n : Type*} [Fintype n] {κ : ℝ} {S : Matrix n n ℝ} {γ : n → ℝ}
    (hκ : 0 < κ) (hS : Stable S) (hγ : γ ≠ 0) : 0 < γ ⬝ᵥ thermalExpansion κ S γ := by
  rw [thermalExpansion, dotProduct_smul, smul_eq_mul]
  exact mul_pos hκ (hS γ hγ)
```

## (f) At least one positive expansion coefficient

**Task.** Assume in addition that every $\gamma_i\ge0$. Show that
$$\alpha_i>0\quad\text{for some }i.$$

**Solution.** If every $\alpha_i$ were at most zero, each product $\gamma_i\alpha_i$ would be too, and so would their sum. This contradicts (e). The Lean proof follows the same argument, with `hsum` as the bound on the sum.

```lean
/-- For a stable compliance, positive `κ` and Grüneisen parameters that are non-negative and not all
zero, at least one expansion coefficient is positive. -/
theorem exists_expanding_axis {n : Type*} [Fintype n] {κ : ℝ} {S : Matrix n n ℝ} {γ : n → ℝ}
    (hκ : 0 < κ) (hS : Stable S) (hγ : γ ≠ 0) (hpos : ∀ i, 0 ≤ γ i) :
    ∃ i, 0 < thermalExpansion κ S γ i := by
  by_contra h
  have hle : ∀ i, thermalExpansion κ S γ i ≤ 0 := fun i => not_lt.mp fun hi => h ⟨i, hi⟩
  have hsum : γ ⬝ᵥ thermalExpansion κ S γ ≤ 0 :=
    Finset.sum_nonpos fun i _ => by
      nlinarith [mul_nonneg (hpos i) (neg_nonneg.mpr (hle i))]
  exact absurd (weighted_expansion_pos hκ hS hγ) (not_lt_of_ge hsum)
```

## (g) Equal Grüneisen parameters

**Task.** Let the compliance be stable with at least one component, $\kappa>0$, and $\gamma_i=g>0$ for all $i$. Show that
$$\sum_i\alpha_i>0.$$

**Solution.** By (e), $g\sum_i\alpha_i>0$. Divide by $g$. When the components are the three normal strains, the sum is the volume expansion coefficient. Lean takes $g$ out of the sum with `Finset.mul_sum`.

```lean
/-- For a stable compliance with at least one component and positive `κ`, if all Grüneisen
parameters equal the same positive number, the sum of the expansion coefficients is positive. -/
theorem volume_expansion_pos {n : Type*} [Fintype n] [Nonempty n] {κ g : ℝ} {S : Matrix n n ℝ}
    (hκ : 0 < κ) (hS : Stable S) (hg : 0 < g) :
    0 < ∑ i, thermalExpansion κ S (fun _ => g) i := by
  have hne : (fun _ : n => g) ≠ 0 := fun h => hg.ne' (congrFun h (Classical.arbitrary n))
  have h := weighted_expansion_pos hκ hS hne
  rw [dotProduct, ← Finset.mul_sum] at h
  exact (mul_pos_iff_of_pos_left hg).mp h
```

## (h) A shrinking volume with positive Grüneisen parameters

**Task.** In arbitrary units, take $S_{11}=6$, $S_{12}=0$, $S_{13}=-7$, $S_{33}=20$, $g_a=10$, $g_c=1$ and $\kappa=1$. Show that the crystal is stable under normal stresses and that
$$\alpha_2<0,\qquad \alpha_0>0,\qquad \alpha_0+\alpha_1+\alpha_2<0.$$

**Solution.** The inequalities in (c) read $0<6$, $6>0$, $20>0$ and $98<120$. From (a), $\alpha_0=\alpha_1=60-7=53$ and $\alpha_2=-140+20=-120$, so the sum is $-14$.

Positive Grüneisen parameters therefore do not ensure positive volume expansion once they differ between axes. The example also relies on an unusual elastic property. By (a), the volume expansion coefficient is $\kappa\,[2(S_{11}+S_{12}+S_{13})g_a+(2S_{13}+S_{33})g_c]$, where the two sums of compliances are the linear compressibilities along a basal axis and along c. With positive Grüneisen parameters it can be negative only if one of these compressibilities is negative. Here $S_{11}+S_{12}+S_{13}=-1$, so the basal axes lengthen under hydrostatic pressure. The numbers are chosen for easy arithmetic and describe no particular material. Lean rewrites the claims with (a) and (c), and `norm_num` does the arithmetic.

```lean
/-- A hexagonal crystal, stable under normal stresses, with Grüneisen parameters 10 and 1 that
contracts along c, expands along basal axis 0 and shrinks in volume on heating. -/
theorem negative_volume_expansion_witness :
    Stable (compliance 6 0 (-7) 20) ∧
    thermalExpansion 1 (compliance 6 0 (-7) 20) (gruneisen 10 1) 2 < 0 ∧
    0 < thermalExpansion 1 (compliance 6 0 (-7) 20) (gruneisen 10 1) 0 ∧
    ∑ i, thermalExpansion 1 (compliance 6 0 (-7) 20) (gruneisen 10 1) i < 0 := by
  obtain ⟨e0, e1, e2⟩ := expansion_components 1 6 0 (-7) 20 10 1
  rw [stable_iff, Fin.sum_univ_three, e0, e1, e2]
  norm_num

end

end HexagonalThermalExpansion
```

```lean
#print axioms HexagonalThermalExpansion.stable_iff
#print axioms HexagonalThermalExpansion.negative_axial_expansion
#print axioms HexagonalThermalExpansion.exists_expanding_axis
#print axioms HexagonalThermalExpansion.volume_expansion_pos
```

```
'HexagonalThermalExpansion.stable_iff' depends on axioms: [propext, Classical.choice, Quot.sound]
'HexagonalThermalExpansion.negative_axial_expansion' depends on axioms: [propext, Classical.choice, Quot.sound]
'HexagonalThermalExpansion.exists_expanding_axis' depends on axioms: [propext, Classical.choice, Quot.sound]
'HexagonalThermalExpansion.volume_expansion_pos' depends on axioms: [propext, Classical.choice, Quot.sound]
```
